# Triangular damping of hoppings preserves energy bounds on a one-dimensional Bloch Hamiltonian

Take a one-dimensional lattice with unit spacing, so that lattice vectors $R$ are integers and the crystal momentum $k$ is a real number. For a finite set $S$ of lattice vectors and complex square matrices $h_R$, the hoppings between orthonormal Wannier orbitals, let

$$H(k)=\sum_{R\in S}e^{ikR}h_R .$$

For real $a,b$, the notation $a\le H(k)\le b$ means that $a\langle x,x\rangle\le\langle x,H(k)x\rangle\le b\langle x,x\rangle$ for every vector $x$. For an integer $L\ge1$, the damped Hamiltonian is

$$H_L(k)=\sum_{R\in S}e^{ikR}\,d_L(R)\,h_R,\qquad d_L(R)=\frac{\max(0,L-|R|)}{L}.$$

**Claim.** If $H(k)$ is Hermitian with $a\le H(k)\le b$ for all $k$, then so is $H_L(k)$, with the same $a$ and $b$.

In Wannier interpolation, this gives a way to shorten the hopping range of a one-dimensional model with finitely many hoppings without pushing band energies out of a known window. The claim assumes that the window holds at every $k$; a coarse sampling mesh can miss energies outside it. The bands themselves generally change, and the claim doesn't say by how much.

## The damped Hamiltonian as an average over shifted momenta

Choose $N\ge L$ with $N\ge|R|+L$ for all $R\in S$. For $j=0,\dots,N-1$ put

$$k_j=\frac{2\pi j}{N},\qquad w_j=\frac1{NL}\Big|\sum_{m=0}^{L-1}e^{ik_jm}\Big|^2\ge0 .$$

For an integer $d$ with $0<|d|<N$, the number $z=e^{2\pi id/N}$ satisfies $z^N=1$ and $z\ne1$. From $(z-1)\sum_jz^j=z^N-1=0$ it follows that $\sum_je^{ik_jd}=0$. For $d=0$ the sum is $N$.

Expanding the square gives, for $R\in S$ and for $R=0$,

$$\sum_jw_je^{ik_jR}=\frac1{NL}\sum_{m,m'=0}^{L-1}\sum_je^{ik_j(R+m-m')} .$$

Since $|R+m-m'|\le|R|+L-1<N$, only pairs with $m'=m+R$ survive, each contributing $N$. There are $\max(0,L-|R|)$ of them, so the sum equals $d_L(R)$. At $R=0$ this says $\sum_jw_j=1$. Inserting it into $H_L$ gives

$$H_L(k)=\sum_{R\in S}\sum_jw_je^{i(k+k_j)R}h_R=\sum_jw_jH(k+k_j).$$

A real combination of Hermitian matrices is Hermitian, and

$$a\langle x,x\rangle=\sum_jw_j\,a\langle x,x\rangle\le\sum_jw_j\langle x,H(k+k_j)x\rangle=\langle x,H_L(k)x\rangle .$$

The upper bound is the same. If $H_L(k)x=Ex$ with $x\ne0$, dividing by $\langle x,x\rangle$ gives $a\le E\le b$.

The averaging identity also yields a norm bound for sums that need not be Hermitian: if the operator norm of $\sum_Re^{ikR}A_R$ is at most $c$ for all $k$, the triangle inequality gives the same bound after damping.

## A chain with energies between 0 and 9

Let $h_R=3-|R|$ for $|R|\le2$, with one orbital per cell. Then

$$H(k)=3+4\cos k+2\cos2k=(1+2\cos k)^2\in[0,9].$$

Dropping $R=\pm2$ leaves $3+4\cos k$, which is $-1$ at $k=\pi$. Damping with $L=2$ also removes $R=\pm2$, but halves the nearest-neighbour hopping, giving $3+2\cos k\in[1,5]$.

The average can be checked at $k=\pi$ with $N=4$. The weights are $\tfrac12,\tfrac14,0,\tfrac14$ and the shifted energies $1,1,9,1$, so the result is $1=3+2\cos\pi$.

## Hamiltonians, bounds and weights in Lean

The finite type `n` labels the orbitals in a cell.

```lean
import Mathlib

open Matrix

namespace WannierDamping

noncomputable section

variable {n : Type*} [Fintype n]

/-- The Bloch phase `exp(i k R)` of lattice vector `R` at crystal momentum `k`. -/
def phase (k : ℝ) (R : ℤ) : ℂ := Complex.exp (k * R * Complex.I)
```

The set `S` need not be symmetric under $R\to-R$; Hermiticity will be assumed of the whole sum.

```lean
/-- The Bloch Hamiltonian `H(k) = ∑ exp(i k R) h_R` over a finite set `S` of lattice vectors. -/
def bloch (S : Finset ℤ) (h : ℤ → Matrix n n ℂ) (k : ℝ) : Matrix n n ℂ :=
  ∑ R ∈ S, phase k R • h R
```

At `L = 0`, Lean's division by zero would make every hopping vanish, and a lower bound $a>0$ would be lost.

```lean
/-- The triangular damping factor `max(0, L - |R|) / L`, for `L ≥ 1`. -/
def damping (L : ℕ) (R : ℤ) : ℝ := max 0 ((L : ℝ) - |(R : ℝ)|) / L

/-- The hoppings `h_R` multiplied by the triangular damping factor, for `L ≥ 1`. -/
def damped (L : ℕ) (h : ℤ → Matrix n n ℂ) (R : ℤ) : Matrix n n ℂ :=
  (damping L R : ℂ) • h R
```

The vector `x` below is not normalised, hence the factor $\langle x,x\rangle$, written as a sum of `Complex.normSq`. Taking the real part loses nothing, because a Hermitian matrix has real expectation values.

```lean
/-- The matrix `A` is Hermitian and `a ⟨x,x⟩ ≤ ⟨x,Ax⟩ ≤ b ⟨x,x⟩` for every vector `x`. -/
def BandsWithin (a b : ℝ) (A : Matrix n n ℂ) : Prop :=
  A.IsHermitian ∧ ∀ x : n → ℂ,
    a * ∑ i, Complex.normSq (x i) ≤ (star x ⬝ᵥ A *ᵥ x).re ∧
    (star x ⬝ᵥ A *ᵥ x).re ≤ b * ∑ i, Complex.normSq (x i)
```

The next two definitions are $k_j$ and $w_j$.

```lean
/-- The point `2πj/N` of the uniform mesh with `N ≥ 1` points. -/
def mesh (N j : ℕ) : ℝ := 2 * Real.pi * j / N

/-- The Fejér weight of mesh point `j`: the squared modulus of the sum of `L` successive
Bloch phases, divided by `N L`, for `N, L ≥ 1`. -/
def weight (N L j : ℕ) : ℝ :=
  Complex.normSq (∑ m ∈ Finset.Ico (0 : ℤ) L, phase (mesh N j) m) / (N * L)
```

## Fourier coefficients of the weights

In the case $d\ne0$, `hz` writes the phases as powers of $z$, and `h1` and `h2` state $z^N=1$ and $z\ne1$. If $z$ were $1$, then $d$ would be a multiple $qN$, which $0<|d|<N$ excludes. The geometric sum `geom_sum_mul` finishes the case.

```lean
/-- Bloch phases summed over an `N`-point mesh give `N` for `d = 0` and vanish for every
other lattice vector `d` shorter than `N`. -/
theorem mesh_orthogonality (N : ℕ) (d : ℤ) (hd : |d| < N) :
    ∑ j ∈ Finset.range N, phase (mesh N j) d = if d = 0 then (N : ℂ) else 0 := by
  have hN : (N : ℂ) ≠ 0 := by
    have h0 : N ≠ 0 := by
      have := abs_nonneg d
      omega
    exact_mod_cast h0
  split_ifs with h
  · simp [phase, h]
  · -- the phases form a geometric progression whose ratio is a nontrivial root of unity
    have hz : ∀ j : ℕ, phase (mesh N j) d = phase (mesh N 1) d ^ j := by
      intro j
      simp only [phase, mesh]
      rw [← Complex.exp_nat_mul]
      congr 1
      push_cast
      ring
    have h1 : phase (mesh N 1) d ^ N = 1 := by
      rw [← hz]
      simp only [phase, mesh]
      rw [Complex.exp_eq_one_iff]
      refine ⟨d, ?_⟩
      push_cast
      rw [mul_div_assoc, div_self hN]
      ring
    have h2 : phase (mesh N 1) d ≠ 1 := by
      intro h3
      simp only [phase, mesh] at h3
      rw [Complex.exp_eq_one_iff] at h3
      obtain ⟨q, hq⟩ := h3
      push_cast at hq
      have h4 : (d : ℂ) = q * N := by
        apply mul_right_cancel₀ Complex.two_pi_I_ne_zero
        linear_combination (N : ℂ) * hq
          - (2 * Real.pi * d * Complex.I) * (mul_inv_cancel₀ hN)
      have h5 : d = q * N := by exact_mod_cast h4
      have hN0 : (0 : ℤ) ≤ N := Int.natCast_nonneg N
      rw [abs_lt] at hd
      rcases lt_trichotomy q 0 with hq0 | hq0 | hq0
      · nlinarith [mul_nonneg (show 0 ≤ -1 - q by omega) hN0]
      · exact h (by rw [h5, hq0, zero_mul])
      · nlinarith [mul_nonneg (show 0 ≤ q - 1 by omega) hN0]
    have h6 := geom_sum_mul (phase (mesh N 1) d) N
    rw [h1, sub_self] at h6
    rw [Finset.sum_congr rfl (fun j _ => hz j)]
    exact (mul_eq_zero.mp h6).resolve_right (sub_ne_zero.mpr h2)
```

For the pair count, the sum over `m'` collapses to the condition that $m+R$ lies in the block. The allowed `m` form an interval, whose length `omega` computes.

```lean
/-- In a block of `L` cells, `max(0, L - |R|)` ordered pairs of cells are separated by `R`. -/
theorem pair_count (L : ℕ) (R : ℤ) :
    ∑ m ∈ Finset.Ico (0 : ℤ) L, ∑ m' ∈ Finset.Ico (0 : ℤ) L,
      (if R + m - m' = 0 then (1 : ℤ) else 0) = max 0 ((L : ℤ) - |R|) := by
  simp only [sub_eq_zero, Finset.sum_ite_eq]
  rw [Finset.sum_boole]
  have hs : (Finset.Ico (0 : ℤ) L).filter (fun m => R + m ∈ Finset.Ico (0 : ℤ) L)
      = Finset.Ico (max 0 (-R)) (min (L : ℤ) (L - R)) := by
    ext m
    simp only [Finset.mem_filter, Finset.mem_Ico]
    omega
  rw [hs, Int.card_Ico]
  rcases abs_cases R with h | h <;> omega
```

Here `expand` multiplies out the squared modulus, and `hsum` exchanges the sums and applies the two preceding lemmas.

```lean
/-- For `L ≥ 1` and a mesh with `N ≥ |R| + L` points, the Fourier coefficient of the
Fejér weights at `R` is the triangular damping factor. -/
theorem fejer_mesh {N L : ℕ} {R : ℤ} (hL : 1 ≤ L) (hN : |R| + L ≤ N) :
    ∑ j ∈ Finset.range N, (weight N L j : ℂ) * phase (mesh N j) R = damping L R := by
  have hN0 : (N : ℂ) ≠ 0 := by
    have h0 : N ≠ 0 := by
      have := abs_nonneg R
      omega
    exact_mod_cast h0
  -- expand the squared modulus into pairs of cells
  have expand : ∀ θ : ℝ,
      (Complex.normSq (∑ m ∈ Finset.Ico (0 : ℤ) L, phase θ m) : ℂ) * phase θ R
      = ∑ m ∈ Finset.Ico (0 : ℤ) L, ∑ m' ∈ Finset.Ico (0 : ℤ) L, phase θ (R + m - m') := by
    intro θ
    rw [← Complex.mul_conj, map_sum, Finset.sum_mul_sum, Finset.sum_mul]
    refine Finset.sum_congr rfl fun m _ => ?_
    rw [Finset.sum_mul]
    refine Finset.sum_congr rfl fun m' _ => ?_
    have hc : (starRingEnd ℂ) (phase θ m') = phase θ (-m') := by
      rw [phase, phase, ← Complex.exp_conj]
      congr 1
      simp
    rw [hc]
    simp only [phase, ← Complex.exp_add]
    congr 1
    push_cast
    ring
  have hsum : ∑ j ∈ Finset.range N,
      (Complex.normSq (∑ m ∈ Finset.Ico (0 : ℤ) L, phase (mesh N j) m) : ℂ)
        * phase (mesh N j) R = N * ((max 0 ((L : ℤ) - |R|) : ℤ) : ℂ) := by
    simp_rw [expand]
    rw [Finset.sum_comm, ← pair_count L R, Int.cast_sum, Finset.mul_sum]
    refine Finset.sum_congr rfl fun m hm => ?_
    rw [Finset.sum_comm, Int.cast_sum, Finset.mul_sum]
    refine Finset.sum_congr rfl fun m' hm' => ?_
    rw [Finset.mem_Ico] at hm hm'
    have hb : |R + m - m'| < N := by
      rw [abs_lt]
      rcases abs_cases R with h | h <;> constructor <;> omega
    rw [mesh_orthogonality N _ hb]
    split_ifs <;> simp
  have hcast : ((max 0 ((L : ℤ) - |R|) : ℤ) : ℝ) = max 0 ((L : ℝ) - |(R : ℝ)|) := by
    push_cast
    rfl
  rw [damping, ← hcast, Complex.ofReal_div, Complex.ofReal_intCast, Complex.ofReal_natCast,
    ← mul_div_mul_left _ _ hN0, ← hsum, Finset.sum_div]
  refine Finset.sum_congr rfl fun j _ => ?_
  simp only [weight, Complex.ofReal_div, Complex.ofReal_mul, Complex.ofReal_natCast]
  ring
```

## From the average to the band energies

Replacing each damping factor by its mesh sum and combining the phases gives $H_L(k)=\sum_jw_jH(k+k_j)$.

```lean
omit [Fintype n] in
/-- For `L ≥ 1` and a mesh with `N ≥ |R| + L` points for all hoppings, the damped Hamiltonian
at `k` is the Fejér-weighted sum of the original Hamiltonians at the shifted mesh points. -/
theorem damped_eq_average {S : Finset ℤ} {N L : ℕ} (h : ℤ → Matrix n n ℂ) (hL : 1 ≤ L)
    (hN : ∀ R ∈ S, |R| + L ≤ N) (k : ℝ) :
    bloch S (damped L h) k
      = ∑ j ∈ Finset.range N, (weight N L j : ℂ) • bloch S h (k + mesh N j) := by
  simp only [bloch, damped, Finset.smul_sum]
  rw [Finset.sum_comm]
  refine Finset.sum_congr rfl fun R hR => ?_
  rw [← fejer_mesh hL (hN R hR), smul_smul, Finset.mul_sum, Finset.sum_smul]
  refine Finset.sum_congr rfl fun j _ => ?_
  have hp : phase (k + mesh N j) R = phase k R * phase (mesh N j) R := by
    simp only [phase, ← Complex.exp_add]
    congr 1
    push_cast
    ring
  rw [smul_smul, hp]
  congr 1
  ring
```

The bounds pass to averages because the expectation value is linear in the matrix (`hlin`) and each constant is its own weighted average (`hc`).

```lean
/-- Averaging Hamiltonians with nonnegative weights of total one keeps common energy bounds. -/
theorem within_average {a b : ℝ} (s : Finset ℕ) (w : ℕ → ℝ) (A : ℕ → Matrix n n ℂ)
    (hw : ∀ j, 0 ≤ w j) (h1 : ∑ j ∈ s, w j = 1) (hA : ∀ j, BandsWithin a b (A j)) :
    BandsWithin a b (∑ j ∈ s, (w j : ℂ) • A j) := by
  refine ⟨?_, fun x => ?_⟩
  · rw [Matrix.IsHermitian, Matrix.conjTranspose_sum]
    refine Finset.sum_congr rfl fun j _ => ?_
    rw [Matrix.conjTranspose_smul, (hA j).1.eq, Complex.star_def, Complex.conj_ofReal]
  · -- the expectation value is linear in the Hamiltonian
    have hlin : (star x ⬝ᵥ (∑ j ∈ s, (w j : ℂ) • A j) *ᵥ x).re
        = ∑ j ∈ s, w j * (star x ⬝ᵥ A j *ᵥ x).re := by
      clear h1
      induction s using Finset.induction_on with
      | empty => simp
      | insert j s hj ih =>
        rw [Finset.sum_insert hj, Finset.sum_insert hj, Matrix.add_mulVec, dotProduct_add,
          Complex.add_re, ih, Matrix.smul_mulVec, dotProduct_smul, smul_eq_mul,
          Complex.re_ofReal_mul]
    have hc : ∀ c : ℝ, c = ∑ j ∈ s, w j * c := fun c => by
      rw [← Finset.sum_mul, h1, one_mul]
    rw [hlin, hc (a * _), hc (b * _)]
    exact ⟨Finset.sum_le_sum fun j _ => mul_le_mul_of_nonneg_left ((hA j).2 x).1 (hw j),
      Finset.sum_le_sum fun j _ => mul_le_mul_of_nonneg_left ((hA j).2 x).2 (hw j)⟩
```

The main theorem takes $N=L+\sum_{Q\in S}|Q|$, which is large enough for every hopping, and obtains $\sum_jw_j=1$ from the coefficient at $R=0$.

```lean
/-- If `H(k)` is Hermitian with `a ≤ H(k) ≤ b` for all `k`, then triangular damping of the
hoppings with `L ≥ 1` keeps it Hermitian within the same bounds at every `k`. -/
theorem damped_within {a b : ℝ} {S : Finset ℤ} {h : ℤ → Matrix n n ℂ} {L : ℕ} (hL : 1 ≤ L)
    (hH : ∀ k, BandsWithin a b (bloch S h k)) (k : ℝ) :
    BandsWithin a b (bloch S (damped L h) k) := by
  -- a mesh fine enough for all hoppings
  obtain ⟨N, hLN, hN⟩ : ∃ N : ℕ, L ≤ N ∧ ∀ R ∈ S, |R| + L ≤ N := by
    refine ⟨L + ∑ Q ∈ S, Q.natAbs, Nat.le_add_right _ _, fun R hR => ?_⟩
    have h1 : R.natAbs ≤ ∑ Q ∈ S, Q.natAbs :=
      Finset.single_le_sum (f := fun Q : ℤ => Q.natAbs) (fun _ _ => Nat.zero_le _) hR
    rw [Int.abs_eq_natAbs]
    omega
  -- the weights sum to the damping factor at `R = 0`, which is one
  have hsum : ∑ j ∈ Finset.range N, weight N L j = 1 := by
    have hL0 : (0 : ℝ) < L := by exact_mod_cast hL
    have d0 : damping L 0 = 1 := by
      rw [damping, Int.cast_zero, abs_zero, sub_zero, max_eq_right hL0.le, div_self hL0.ne']
    have h0 := fejer_mesh (N := N) (R := 0) hL (by rw [abs_zero]; omega)
    rw [d0] at h0
    simp only [phase, Int.cast_zero, mul_zero, zero_mul, Complex.exp_zero, mul_one] at h0
    exact_mod_cast h0
  rw [damped_eq_average h hL hN]
  exact within_average _ _ _
    (fun j => div_nonneg (Complex.normSq_nonneg _) (by positivity)) hsum (fun j => hH _)
```

For an eigenvector, the expectation value is $E\langle x,x\rangle$. Since $x\ne0$, the positive factor can be divided out.

```lean
/-- The real part of `⟨x, E x⟩` is `E ⟨x,x⟩` for real `E`. -/
theorem re_expectation (E : ℝ) (x : n → ℂ) :
    (star x ⬝ᵥ ((E : ℂ) • x)).re = E * ∑ i, Complex.normSq (x i) := by
  rw [dotProduct_smul, smul_eq_mul, Complex.re_ofReal_mul]
  congr 1
  simp [dotProduct, Complex.normSq_apply]

/-- If `H(k)` is Hermitian with `a ≤ H(k) ≤ b` for all `k`, every band energy `E` of the
Hamiltonian damped with `L ≥ 1` lies in `[a, b]`. -/
theorem damped_band_energy {a b E k : ℝ} {S : Finset ℤ} {h : ℤ → Matrix n n ℂ} {L : ℕ}
    (hL : 1 ≤ L) (hH : ∀ k, BandsWithin a b (bloch S h k)) {x : n → ℂ} (hx : x ≠ 0)
    (hE : bloch S (damped L h) k *ᵥ x = (E : ℂ) • x) : a ≤ E ∧ E ≤ b := by
  have hb := (damped_within hL hH k).2 x
  rw [hE, re_expectation] at hb
  obtain ⟨i, hi⟩ := Function.ne_iff.mp hx
  have hp : 0 < ∑ i, Complex.normSq (x i) :=
    Finset.sum_pos' (fun i _ => Complex.normSq_nonneg _)
      ⟨i, Finset.mem_univ i, Complex.normSq_pos.mpr hi⟩
  exact ⟨le_of_mul_le_mul_right hb.1 hp, le_of_mul_le_mul_right hb.2 hp⟩
```

## Sharp truncation of the chain

The hoppings are $1\times1$ matrices, and the choice of `S` sets their range.

```lean
/-- One-band hoppings `h_R = 3 - |R|`, to be used for `|R| ≤ 2`. -/
def chain (R : ℤ) : Matrix (Fin 1) (Fin 1) ℂ := ((3 - |R| : ℤ) : ℂ) • 1
```

Pairing $R$ with $-R$ turns the phases into cosines.

```lean
/-- The chain with `|R| ≤ 2` has energy `3 + 4 cos k + 2 cos 2k`; keeping only `|R| ≤ 1`
leaves `3 + 4 cos k`. -/
theorem chain_energy (k : ℝ) :
    bloch (Finset.Icc (-2) 2) chain k
      = ((3 + 4 * Real.cos k + 2 * Real.cos (2 * k) : ℝ) : ℂ) • 1 ∧
    bloch (Finset.Icc (-1) 1) chain k = ((3 + 4 * Real.cos k : ℝ) : ℂ) • 1 := by
  have h0 : phase k 0 = 1 := by simp [phase]
  have h1 : phase k 1 + phase k (-1) = 2 * Complex.cos k := by
    rw [Complex.two_cos]
    simp [phase]
  have h2 : phase k 2 + phase k (-2) = 2 * Complex.cos (2 * k) := by
    rw [Complex.two_cos]
    simp only [phase]
    push_cast
    ring_nf
  have s2 : Finset.Icc (-2 : ℤ) 2 = {-2, -1, 0, 1, 2} := by decide
  have s1 : Finset.Icc (-1 : ℤ) 1 = {-1, 0, 1} := by decide
  have f2 : ∀ f : ℤ → Matrix (Fin 1) (Fin 1) ℂ, ∑ R ∈ Finset.Icc (-2 : ℤ) 2, f R
      = f (-2) + (f (-1) + (f 0 + (f 1 + f 2))) := fun f => by simp [s2]
  have f1 : ∀ f : ℤ → Matrix (Fin 1) (Fin 1) ℂ, ∑ R ∈ Finset.Icc (-1 : ℤ) 1, f R
      = f (-1) + (f 0 + f 1) := fun f => by simp [s1]
  have c0 : chain 0 = (3 : ℂ) • 1 := by norm_num [chain]
  have c1 : chain 1 = (2 : ℂ) • 1 := by norm_num [chain]
  have c1' : chain (-1) = (2 : ℂ) • 1 := by norm_num [chain]
  have c2 : chain 2 = (1 : ℂ) • 1 := by norm_num [chain]
  have c2' : chain (-2) = (1 : ℂ) • 1 := by norm_num [chain]
  constructor
  · rw [bloch, f2, c0, c1, c1', c2, c2']
    simp only [smul_smul, ← add_smul]
    congr 1
    push_cast
    linear_combination h2 + 2 * h1 + 3 * h0
  · rw [bloch, f1, c0, c1, c1']
    simp only [smul_smul, ← add_smul]
    congr 1
    push_cast
    linear_combination 2 * h1 + 3 * h0
```

The last theorem uses the perfect square for the lower bound and $-1\le\cos k\le1$ for the upper one, then evaluates the truncated chain at $k=\pi$.

```lean
/-- Sharp truncation can break the bounds: the chain with `|R| ≤ 2` stays within `[0, 9]`,
but without its `|R| = 2` hoppings its energy at `k = π` is `-1`. -/
theorem sharp_truncation_fails :
    (∀ k, BandsWithin 0 9 (bloch (Finset.Icc (-2) 2) chain k)) ∧
    bloch (Finset.Icc (-1) 1) chain Real.pi = (-1 : ℂ) • 1 := by
  refine ⟨fun k => ?_, ?_⟩
  · rw [(chain_energy k).1]
    -- the energy is the perfect square `(1 + 2 cos k)²`
    have lo : 0 ≤ 3 + 4 * Real.cos k + 2 * Real.cos (2 * k) := by
      rw [Real.cos_two_mul]
      nlinarith [sq_nonneg (1 + 2 * Real.cos k)]
    have hi : 3 + 4 * Real.cos k + 2 * Real.cos (2 * k) ≤ 9 := by
      rw [Real.cos_two_mul]
      nlinarith [Real.cos_le_one k, Real.neg_one_le_cos k,
        mul_nonneg (sub_nonneg.mpr (Real.cos_le_one k))
          (show 0 ≤ 2 + Real.cos k by linarith [Real.neg_one_le_cos k])]
    generalize 3 + 4 * Real.cos k + 2 * Real.cos (2 * k) = c at lo hi ⊢
    refine ⟨?_, fun x => ?_⟩
    · rw [Matrix.IsHermitian, Matrix.conjTranspose_smul, Matrix.conjTranspose_one,
        Complex.star_def, Complex.conj_ofReal]
    · have hp : 0 ≤ ∑ i, Complex.normSq (x i) :=
        Finset.sum_nonneg fun i _ => Complex.normSq_nonneg _
      rw [Matrix.smul_mulVec, Matrix.one_mulVec, re_expectation]
      exact ⟨mul_le_mul_of_nonneg_right lo hp, mul_le_mul_of_nonneg_right hi hp⟩
  · rw [(chain_energy Real.pi).2, Real.cos_pi]
    congr 1
    norm_num

end

end WannierDamping
```

```lean
#print axioms WannierDamping.damped_band_energy
-- 'WannierDamping.damped_band_energy' depends on axioms: [propext, Classical.choice, Quot.sound]
#print axioms WannierDamping.sharp_truncation_fails
-- 'WannierDamping.sharp_truncation_fails' depends on axioms: [propext, Classical.choice, Quot.sound]
```
